# Normalised Legendre moments of a Gaussian-smeared neighbour on a fixed shell tend to those of a delta function as the width vanishes

## The neighbour density and its angular moments

Put the central atom at the origin and a neighbour at $y$, with $R=|y|>0$. Smear the neighbour into the unnormalised Gaussian $\exp(-|x-y|^2/2\sigma^2)$ of width $\sigma>0$, and look at it on the shell $|x|=r>0$. Let $t\in[-1,1]$ be the cosine of the angle between $x$ and $y$. By the law of cosines the density on the shell is

$$g_\sigma(t)=\exp\!\left(-\frac{r^2+R^2-2rRt}{2\sigma^2}\right)=e^{-(r^2+R^2)/2\sigma^2}\,e^{kt},\qquad k=\frac{rR}{\sigma^2}.$$

The Legendre polynomials $P_l$ are fixed by $P_0=1$, $P_1=t$ and Bonnet's recurrence

$$(n+2)P_{n+2}(t)=(2n+3)\,t\,P_{n+1}(t)-(n+1)P_n(t).$$

The angular coefficients studied here are the normalised moments

$$c_l(\sigma)=\frac{\int_{-1}^1P_l(t)\,g_\sigma(t)\,dt}{\int_{-1}^1g_\sigma(t)\,dt}.$$

They carry no factor $(2l+1)/2$, which a Legendre series would add. Dividing by the total weight isolates the angular shape from the amount of density on the shell.

For a function $f$, write

$$Z=\int_{-1}^1e^{kt}\,dt,\qquad \langle f\rangle_k=\frac1Z\int_{-1}^1f(t)\,e^{kt}\,dt.$$

## The limit and where it applies

For every real polynomial $P$, $\langle P\rangle_k\to P(1)$ as $k\to\infty$. Consequently, for fixed $r,R>0$ and each $l$, $c_l(\sigma)$ tends to $P_l(1)=1$ as $\sigma\to0^+$, which is the moment of a unit point mass at $t=1$.

For descriptors used in interatomic potentials, this connects the normalised angular shapes of smeared and point-like neighbours, for one neighbour on one shell and one $l$ at a time. It says nothing about the amount of density on the shell: the total weight $\int_{-1}^1g_\sigma(t)\,dt$ itself tends to zero, and for $r\ne R$ a point-like neighbour does not lie on the shell at all.

## Exponential weight concentrates at the forward direction

**The mean deficit.** For $k\neq0$,

$$\frac{d}{dt}\left[\frac{(1-t)e^{kt}}{k}\right]=(1-t)e^{kt}-\frac{e^{kt}}{k}.$$

The bracket is $0$ at $t=1$ and $2e^{-k}/k$ at $t=-1$. Integrating gives

$$\int_{-1}^1(1-t)e^{kt}\,dt=\frac Zk-\frac{2e^{-k}}k.$$

**An error bound.** Let $f$ be continuous on $[-1,1]$ with $|f(t)-f(1)|\le L(1-t)$ there. Setting $t=-1$ shows $L\ge0$. For $k>0$,

$$|\langle f\rangle_k-f(1)|\le\frac LZ\int_{-1}^1(1-t)e^{kt}\,dt=\frac Lk-\frac{2Le^{-k}}{kZ}\le\frac Lk.$$

**Polynomials.** Since $P(t)-P(1)$ vanishes at $t=1$, it equals $(t-1)Q(t)$ for a polynomial $Q$. On $[-1,1]$, $|Q|$ is bounded by some $L$, so the error bound applies and $\langle P\rangle_k\to P(1)$.

**The rate.** For $f(t)=t$ the deficit formula gives

$$k\,(1-\langle t\rangle_k)=1-\frac{2e^{-k}}Z.$$

Since $e^{kt}\ge1+kt$, we have $Z\ge2$. The right side therefore lies between $1-e^{-k}$ and $1$, and tends to $1$. A bound for all polynomials cannot decay faster than $1/k$, although particular ones, such as constants, do better.

**Back to the neighbour.** The prefactor of $g_\sigma$ cancels in $c_l$, so $c_l(\sigma)=\langle P_l\rangle_k$ with $k=rR/\sigma^2\to\infty$. Finally, $P_0(1)=P_1(1)=1$, and the recurrence gives $P_{n+2}(1)=[(2n+3)-(n+1)]/(n+2)=1$.

## The Lean file

```lean
import Mathlib

open Filter Topology MeasureTheory Set

namespace SmearedNeighbour

noncomputable section

/-- The mean of an angular function `f` over `t ∈ [-1, 1]` with weight `exp (k t)`,
where `t` is the cosine of the angle to the neighbour. -/
def angularMean (k : ℝ) (f : ℝ → ℝ) : ℝ :=
  (∫ t in (-1 : ℝ)..1, f t * Real.exp (k * t)) / ∫ t in (-1 : ℝ)..1, Real.exp (k * t)

/-- The Legendre polynomials, defined by Bonnet's recurrence. -/
def legendreP : ℕ → Polynomial ℝ
  | 0 => 1
  | 1 => Polynomial.X
  | n + 2 => Polynomial.C (1 / ((n : ℝ) + 2)) *
      (Polynomial.C (2 * (n : ℝ) + 3) * Polynomial.X * legendreP (n + 1)
        - Polynomial.C ((n : ℝ) + 1) * legendreP n)

/-- The Gaussian of width `σ ≠ 0` around a neighbour at distance `R`, evaluated on the shell
of radius `r` at angle cosine `t`. -/
def smeared (r R σ t : ℝ) : ℝ :=
  Real.exp (-(r ^ 2 + R ^ 2 - 2 * r * R * t) / (2 * σ ^ 2))

/-- The `l`-th Legendre moment of the smeared neighbour on the shell of radius `r`, divided by
the total weight on that shell, for `σ ≠ 0`. -/
def smearedCoeff (r R σ : ℝ) (l : ℕ) : ℝ :=
  (∫ t in (-1 : ℝ)..1, (legendreP l).eval t * smeared r R σ t) /
    ∫ t in (-1 : ℝ)..1, smeared r R σ t

/-- The Gaussian centred on a neighbour at `y` depends on the point `x` only through the two
radii and the cosine of the angle between `x` and `y`, as in `smeared`. -/
theorem gaussian_eq_smeared (x y : EuclideanSpace ℝ (Fin 3)) (σ : ℝ) :
    Real.exp (-‖x - y‖ ^ 2 / (2 * σ ^ 2)) =
      smeared ‖x‖ ‖y‖ σ (Real.cos (InnerProductGeometry.angle x y)) := by
  have h := InnerProductGeometry.cos_angle_mul_norm_mul_norm x y
  rw [smeared, norm_sub_sq_real, ← h]
  congr 1
  ring

/-- Every Legendre polynomial equals one in the forward direction `t = 1`. -/
theorem legendreP_one : ∀ l : ℕ, (legendreP l).eval 1 = 1
  | 0 => by simp [legendreP]
  | 1 => by simp [legendreP]
  | n + 2 => by
    have h : (n : ℝ) + 2 ≠ 0 := by positivity
    simp only [legendreP, Polynomial.eval_mul, Polynomial.eval_sub, Polynomial.eval_C,
      Polynomial.eval_X, legendreP_one (n + 1), legendreP_one n]
    rw [show (2 * (n : ℝ) + 3) * 1 * 1 - ((n : ℝ) + 1) * 1 = (n : ℝ) + 2 by ring]
    exact one_div_mul_cancel h

/-- The exact weighted integral of `1 - t`, for `k ≠ 0`, in terms of the total weight. -/
theorem integral_deficit {k : ℝ} (hk : k ≠ 0) :
    ∫ t in (-1 : ℝ)..1, (1 - t) * Real.exp (k * t) =
      (∫ t in (-1 : ℝ)..1, Real.exp (k * t)) / k - 2 * Real.exp (-k) / k := by
  -- integrate the derivative of (1 - t) exp (k t) / k
  have hd : ∀ t ∈ uIcc (-1 : ℝ) 1, HasDerivAt (fun t : ℝ => (1 - t) * Real.exp (k * t) / k)
      ((1 - t) * Real.exp (k * t) - Real.exp (k * t) / k) t := by
    intro t _
    have h1 : HasDerivAt (fun t : ℝ => 1 - t) (-1) t := by
      simpa using (hasDerivAt_id t).const_sub 1
    have h2 : HasDerivAt (fun t : ℝ => Real.exp (k * t)) (Real.exp (k * t) * k) t := by
      simpa using ((hasDerivAt_id t).const_mul k).exp
    refine ((h1.fun_mul h2).div_const k).congr_deriv ?_
    have e : k * k⁻¹ = 1 := mul_inv_cancel₀ hk
    linear_combination (1 - t) * Real.exp (k * t) * e
  have h := intervalIntegral.integral_eq_sub_of_hasDerivAt hd
    (Continuous.intervalIntegrable (by fun_prop) _ _)
  rw [intervalIntegral.integral_sub (Continuous.intervalIntegrable (by fun_prop) _ _)
    (Continuous.intervalIntegrable (by fun_prop) _ _), intervalIntegral.integral_div,
    show k * (-1 : ℝ) = -k by ring] at h
  linear_combination h

/-- If a continuous `f` deviates from `f 1` by at most `L (1 - t)` on `[-1, 1]`, then for `k > 0`
its angular mean differs from `f 1` by at most `L / k`. -/
theorem angularMean_error {f : ℝ → ℝ} {L k : ℝ} (hf : ContinuousOn f (Icc (-1) 1))
    (hL : ∀ t ∈ Icc (-1 : ℝ) 1, |f t - f 1| ≤ L * (1 - t)) (hk : 0 < k) :
    |angularMean k f - f 1| ≤ L / k := by
  have hc : Continuous fun t : ℝ => Real.exp (k * t) := by fun_prop
  have hE : IntervalIntegrable (fun t : ℝ => Real.exp (k * t)) volume (-1) 1 :=
    hc.intervalIntegrable _ _
  have hZ : 0 < ∫ t in (-1 : ℝ)..1, Real.exp (k * t) :=
    intervalIntegral.intervalIntegral_pos_of_pos hE (fun t => Real.exp_pos _) (by norm_num)
  have hL0 : 0 ≤ L := by
    have h := (abs_nonneg _).trans (hL (-1) (by norm_num))
    linarith
  have hfE : IntervalIntegrable (fun t => f t * Real.exp (k * t)) volume (-1) 1 :=
    ContinuousOn.intervalIntegrable_of_Icc (by norm_num) (hf.mul hc.continuousOn)
  have hdE : IntervalIntegrable (fun t => (f t - f 1) * Real.exp (k * t)) volume (-1) 1 :=
    ContinuousOn.intervalIntegrable_of_Icc (by norm_num)
      ((hf.sub continuousOn_const).mul hc.continuousOn)
  have hs : ∫ t in (-1 : ℝ)..1, (f t - f 1) * Real.exp (k * t) =
      (∫ t in (-1 : ℝ)..1, f t * Real.exp (k * t)) -
        f 1 * ∫ t in (-1 : ℝ)..1, Real.exp (k * t) := by
    simp_rw [sub_mul]
    rw [intervalIntegral.integral_sub hfE (hE.const_mul (f 1)),
      intervalIntegral.integral_const_mul]
  -- the deviation is dominated by L times the weighted integral of 1 - t
  have hb : |∫ t in (-1 : ℝ)..1, (f t - f 1) * Real.exp (k * t)| ≤
      ∫ t in (-1 : ℝ)..1, L * ((1 - t) * Real.exp (k * t)) := by
    refine (intervalIntegral.abs_integral_le_integral_abs (by norm_num)).trans ?_
    refine intervalIntegral.integral_mono_on (by norm_num) hdE.abs
      (Continuous.intervalIntegrable (by fun_prop) _ _) fun t ht => ?_
    rw [abs_mul, abs_of_pos (Real.exp_pos _), ← mul_assoc]
    exact mul_le_mul_of_nonneg_right (hL t ht) (Real.exp_pos _).le
  rw [intervalIntegral.integral_const_mul, integral_deficit hk.ne', mul_sub] at hb
  have hq : angularMean k f - f 1 = (∫ t in (-1 : ℝ)..1, (f t - f 1) * Real.exp (k * t)) /
      ∫ t in (-1 : ℝ)..1, Real.exp (k * t) := by
    rw [hs, sub_div, mul_div_cancel_right₀ _ hZ.ne', angularMean]
  rw [hq, abs_div, abs_of_pos hZ, div_le_iff₀ hZ, div_mul_eq_mul_div, ← mul_div_assoc'] 
  have hp : 0 ≤ L * (2 * Real.exp (-k) / k) := by positivity
  linarith

/-- For every real polynomial `P`, the mean of `P` with weight `exp (k t)` on `[-1, 1]` tends to
`P 1` as `k` tends to infinity. -/
theorem angularMean_tendsto (P : Polynomial ℝ) :
    Tendsto (fun k => angularMean k fun t => P.eval t) atTop (𝓝 (P.eval 1)) := by
  -- P - P(1) is divisible by t - 1, with a quotient bounded on [-1, 1]
  obtain ⟨Q, hQ⟩ : Polynomial.X - Polynomial.C 1 ∣ P - Polynomial.C (P.eval 1) :=
    Polynomial.dvd_iff_isRoot.2 (by simp [Polynomial.IsRoot])
  obtain ⟨L, hL⟩ := (isCompact_Icc (a := (-1 : ℝ)) (b := 1)).exists_bound_of_continuousOn
    (f := fun t => Q.eval t) Q.continuous.continuousOn
  have hlip : ∀ t ∈ Icc (-1 : ℝ) 1, |P.eval t - P.eval 1| ≤ L * (1 - t) := by
    intro t ht
    have h := congrArg (Polynomial.eval t) hQ
    simp only [Polynomial.eval_sub, Polynomial.eval_mul, Polynomial.eval_X,
      Polynomial.eval_C] at h
    have h1 : 0 ≤ 1 - t := sub_nonneg.2 ht.2
    rw [h, abs_mul, abs_sub_comm t 1, abs_of_nonneg h1, mul_comm (1 - t)]
    exact mul_le_mul_of_nonneg_right (hL t ht) h1
  rw [tendsto_iff_dist_tendsto_zero]
  refine squeeze_zero' (Eventually.of_forall fun _ => dist_nonneg) ?_
    (tendsto_const_nhds.div_atTop tendsto_id : Tendsto (fun k : ℝ => L / k) atTop (𝓝 0))
  filter_upwards [eventually_gt_atTop 0] with k hk
  rw [Real.dist_eq]
  exact angularMean_error (f := fun t => P.eval t) P.continuous.continuousOn hlip hk

/-- For `f t = t` the error of the angular mean, multiplied by `k`, tends to one as `k` tends to
infinity. -/
theorem error_rate_sharp :
    Tendsto (fun k : ℝ => k * (1 - angularMean k fun t => t)) atTop (𝓝 1) := by
  have hlow : Tendsto (fun k : ℝ => 1 - Real.exp (-k)) atTop (𝓝 1) := by
    simpa using (Real.tendsto_exp_neg_atTop_nhds_zero).const_sub 1
  have key : ∀ k : ℝ, 0 < k → 1 - Real.exp (-k) ≤ k * (1 - angularMean k fun t => t) ∧
      k * (1 - angularMean k fun t => t) ≤ 1 := by
    intro k hk
    -- the total weight is at least 2, since exp x ≥ x + 1
    have hZ : 2 ≤ ∫ t in (-1 : ℝ)..1, Real.exp (k * t) := by
      have h : ∫ t in (-1 : ℝ)..1, (k * t + 1) = 2 := by
        rw [intervalIntegral.integral_add (Continuous.intervalIntegrable (by fun_prop) _ _)
          (Continuous.intervalIntegrable (by fun_prop) _ _),
          intervalIntegral.integral_const_mul, integral_id, intervalIntegral.integral_const]
        norm_num
      rw [← h]
      exact intervalIntegral.integral_mono_on (by norm_num)
        (Continuous.intervalIntegrable (by fun_prop) _ _)
        (Continuous.intervalIntegrable (by fun_prop) _ _) fun t _ => Real.add_one_le_exp _
    have h := integral_deficit hk.ne'
    simp_rw [sub_mul, one_mul] at h
    rw [intervalIntegral.integral_sub (Continuous.intervalIntegrable (by fun_prop) _ _)
      (Continuous.intervalIntegrable (by fun_prop) _ _)] at h
    unfold angularMean
    generalize (∫ t in (-1 : ℝ)..1, Real.exp (k * t)) = Z at h hZ ⊢
    generalize (∫ t in (-1 : ℝ)..1, t * Real.exp (k * t)) = M at h ⊢
    have hZ0 : 0 < Z := by linarith
    have he := Real.exp_pos (-k)
    have hM : M = Z - (Z / k - 2 * Real.exp (-k) / k) := by linarith
    have hq : k * (1 - M / Z) = 1 - 2 * Real.exp (-k) / Z := by
      rw [hM]
      field_simp
      ring
    have hu : 2 * Real.exp (-k) / Z ≤ Real.exp (-k) := by
      rw [div_le_iff₀ hZ0]
      nlinarith
    have hp : 0 ≤ 2 * Real.exp (-k) / Z := by positivity
    rw [hq]
    constructor <;> linarith
  refine tendsto_of_tendsto_of_tendsto_of_le_of_le' hlow tendsto_const_nhds ?_ ?_
  · filter_upwards [eventually_gt_atTop 0] with k hk using (key k hk).1
  · filter_upwards [eventually_gt_atTop 0] with k hk using (key k hk).2

/-- The normalised Legendre moment of the smeared neighbour is the angular mean of the Legendre
polynomial at `k = r R / σ ^ 2`. -/
theorem smearedCoeff_eq (r R σ : ℝ) (l : ℕ) :
    smearedCoeff r R σ l = angularMean (r * R / σ ^ 2) fun t => (legendreP l).eval t := by
  have h : ∀ t, smeared r R σ t =
      Real.exp (-(r ^ 2 + R ^ 2) / (2 * σ ^ 2)) * Real.exp (r * R / σ ^ 2 * t) := by
    intro t
    rw [smeared, ← Real.exp_add]
    congr 1
    ring
  have h2 : ∀ t, (legendreP l).eval t * smeared r R σ t =
      Real.exp (-(r ^ 2 + R ^ 2) / (2 * σ ^ 2)) *
        ((legendreP l).eval t * Real.exp (r * R / σ ^ 2 * t)) := by
    intro t
    rw [h]
    ring
  unfold smearedCoeff angularMean
  simp_rw [h2, h, intervalIntegral.integral_const_mul]
  exact mul_div_mul_left _ _ (Real.exp_pos _).ne'

/-- For positive shell radius and neighbour distance, each normalised Legendre moment of the
smeared neighbour tends to that of a delta function at `t = 1` as the width vanishes. -/
theorem smearedCoeff_tendsto_delta {r R : ℝ} (hr : 0 < r) (hR : 0 < R) (l : ℕ) :
    Tendsto (fun σ => smearedCoeff r R σ l) (𝓝[>] 0)
      (𝓝 (∫ t, (legendreP l).eval t ∂(Measure.dirac (1 : ℝ)))) := by
  -- the concentration parameter r R / σ² diverges
  have hk : Tendsto (fun σ : ℝ => r * R / σ ^ 2) (𝓝[>] 0) atTop := by
    have h := ((tendsto_pow_atTop (α := ℝ) (n := 2) two_ne_zero).comp
      (tendsto_inv_nhdsGT_zero (𝕜 := ℝ))).const_mul_atTop (mul_pos hr hR)
    refine h.congr fun σ => ?_
    simp [div_eq_mul_inv]
  rw [integral_dirac]
  simp_rw [smearedCoeff_eq]
  exact (angularMean_tendsto (legendreP l)).comp hk

end

end SmearedNeighbour
```

```lean
#print axioms SmearedNeighbour.gaussian_eq_smeared
-- 'SmearedNeighbour.gaussian_eq_smeared' depends on axioms: [propext, Classical.choice, Quot.sound]
#print axioms SmearedNeighbour.error_rate_sharp
-- 'SmearedNeighbour.error_rate_sharp' depends on axioms: [propext, Classical.choice, Quot.sound]
#print axioms SmearedNeighbour.smearedCoeff_tendsto_delta
-- 'SmearedNeighbour.smearedCoeff_tendsto_delta' depends on axioms: [propext, Classical.choice, Quot.sound]
```

## Reading the statements as physics

`angularMean k f` is $\langle f\rangle_k$, `smeared r R σ t` is $g_\sigma(t)$, and `smearedCoeff r R σ l` is $c_l(\sigma)$. The theorem `gaussian_eq_smeared` ties this profile to the Gaussian in `EuclideanSpace ℝ (Fin 3)`, with Mathlib's angle between vectors supplying $t$.

In `smearedCoeff_tendsto_delta`, the hypotheses `hr` and `hR` say that shell radius and neighbour distance are positive. If either were zero, $k$ would be $0$ for every $\sigma$, and $c_l$ would be $0$ instead of tending to $1$ for each $l\ge1$. The filter `𝓝[>] 0` means that $\sigma$ approaches zero through positive values. The target is an integral against `Measure.dirac (1 : ℝ)`, a unit mass on the real line. Although $t=1$ is an endpoint of the angular interval, the whole mass counts, not half of it.

The statement holds $r$, $R$ and $l$ fixed. It gives no uniformity in $l$ and contains no radial basis, cutoff function or sum over neighbours.

## From the deficit integral to the delta function

`integral_deficit` proves the derivative formula as `hd`, then applies the fundamental theorem of calculus. `angularMean_error` writes the error as a single integral in `hs` and `hq`, bounds it pointwise in `hb`, and discards the non-negative exponential term `hp`.

`angularMean_tendsto` supplies the constant $L$ for a polynomial and squeezes the error between $0$ and $L/k$. In `error_rate_sharp`, `key` contains the two bounds from the rate calculation, and a second squeeze gives the limit.

`smearedCoeff_eq` cancels the Gaussian prefactor. The final theorem shows in `hk` that $rR/\sigma^2$ diverges, evaluates the Dirac integral with `integral_dirac`, and composes the two limits. `legendreP_one` separately identifies the limiting value as one, by induction along the recurrence.

## The factor theorem as a source of the error constant

The passage from an arbitrary polynomial to a usable bound turns on `Polynomial.dvd_iff_isRoot`. It says that `X - C a` divides a polynomial exactly when `a` is a root. Here `a` is $1$ and the polynomial is `P - Polynomial.C (P.eval 1)`, whose root at $1$ is found by simplification.

Divisibility in Lean is an existence statement, so `obtain` extracts the quotient `Q` together with the identity `hQ` between polynomials. Evaluating `hQ` at `t` gives $P(t)-P(1)=(t-1)Q(t)$ with no division by $t-1$, so the endpoint needs no separate case. Compactness of $[-1,1]$ then bounds `Q` and provides `L`.
